# The k-th probabilists' Hermite coefficient of a real polynomial is the standard Gaussian mean of its k-th derivative over k!

Suppose a code reduces the potential x⁴ to a quadratic one by keeping its Taylor terms up to second order at the origin. Nothing is left, although a Gaussian coordinate with mean zero and unit variance feels a mean curvature of 12. Expanding in Hermite polynomials before truncating keeps that curvature:

x⁴ = He_4 + 6 He_2 + 3.

Dropping He_4 now leaves 6x² − 3, which has the right mean and the right mean curvature. For a real polynomial p in one standard Gaussian variable, the general rule is

p = Σ_{k=0}^{deg p} (E(p^(k)) / k!) He_k.

Here E is the Gaussian mean, p^(k) is the k-th derivative, and He_k is the probabilists' Hermite polynomial, also called the Wick power :x^k:.

## Effective force constants and projection coefficients

In a self-consistent harmonic treatment of a single coordinate with a polynomial potential V, the effective force constant is the mean of the second derivative over the Gaussian position distribution of the trial harmonic system, which for mean zero and unit variance is twice the He_2 coefficient. A polynomial-chaos code can compute the same coefficients as projections E(p He_k)/k!, so the two routes check each other. A coordinate with mean μ and standard deviation σ > 0 must first be rescaled, by taking p(x) = V(μ + σx). Since p″ carries a factor σ², the effective force constant of V is then twice the He_2 coefficient of p, divided by σ².

## Derivation by integration by parts

Let w(x) = exp(−x²/2)/√(2π) and E(p) = ∫ p(x) w(x) dx. The integral converges for every polynomial, and E(1) = 1. Since w′ = −x w,

(p w)′ = (p′ − x p) w.

The left side integrates to zero because p w vanishes at ±∞, so E(x p) = E(p′).

The Hermite polynomials satisfy He_0 = 1 and He_{k+1} = x He_k − He_k′. From this follows

He_{k+1}′ = (k+1) He_k.

For k = 0 this reads x′ = 1. If it holds for k, then He_{k+2} = x He_{k+1} − (k+1) He_k, and differentiation gives

He_{k+2}′ = He_{k+1} + (k+1)(x He_k − He_k′) = (k+2) He_{k+1}.

Next, the recursion and integration by parts give

E(p He_{k+1}) = E((p He_k)′) − E(p He_k′) = E(p′ He_k).

Repeating this step yields E(p He_k) = E(p^(k)). With p = 1 it shows that E(He_k) = 0 for k ≥ 1.

The expansion follows by induction on a bound N for the degree. A constant c equals E(c) He_0. For deg p ≤ N+1, let S be the proposed sum up to k = N+1. Then

S′ = Σ_{k=0}^{N} (E(p^(k+1)) / (k+1)!) (k+1) He_k = Σ_{k=0}^{N} (E((p′)^(k)) / k!) He_k = p′,

where the last equality is the induction hypothesis for p′. Only the k = 0 term of S has a mean, so E(S) = E(p). Thus p − S is a constant of mean zero, and S = p.

For uniqueness, take m, n ≥ 1. Then E(He_m He_n) = m E(He_{m−1} He_{n−1}). Lowering both indices to the point where one reaches zero gives n! if m = n and 0 otherwise. If p = Σ_k c_k He_k, multiplying by He_j and averaging gives E(p^(j)) = j! c_j.

Inserting the expansion of p into E(p q) gives the correlation formula

E(p q) = Σ_{k=0}^{deg p} E(p^(k)) E(q^(k)) / k!.

For p = x⁴, the nonzero coefficients are E(x⁴) = 3, E(12x²)/2 = 6 and 24/4! = 1.

## The Lean file

```lean
import Mathlib

open Polynomial MeasureTheory

namespace GaussianChaos

noncomputable section

/-- The density of a standard Gaussian variable. -/
def gaussDensity (x : ℝ) : ℝ := Real.exp (-(1 / 2) * x ^ 2) / √(2 * Real.pi)

/-- Every polynomial observable is integrable against the Gaussian density. -/
theorem integrable_gauss (p : ℝ[X]) :
    Integrable (fun x : ℝ => p.eval x * gaussDensity x) := by
  induction p using Polynomial.induction_on' with
  | add p q hp hq =>
    have h : (fun x : ℝ => (p + q).eval x * gaussDensity x) =
        fun x => p.eval x * gaussDensity x + q.eval x * gaussDensity x := by
      funext x
      rw [eval_add, add_mul]
    rw [h]
    exact hp.add hq
  | monomial n a =>
    have hn : (-1 : ℝ) < (n : ℝ) := by
      have : (0 : ℝ) ≤ (n : ℝ) := Nat.cast_nonneg n
      linarith
    have h := (integrable_rpow_mul_exp_neg_mul_sq (b := 1 / 2) (by norm_num) hn).const_mul
      (a / √(2 * Real.pi))
    refine h.congr (Filter.Eventually.of_forall fun x => ?_)
    simp only [eval_monomial, Real.rpow_natCast, gaussDensity]
    ring

/-- The standard Gaussian mean, as a linear functional on real polynomials. -/
def gaussMean : ℝ[X] →ₗ[ℝ] ℝ where
  toFun p := ∫ x : ℝ, p.eval x * gaussDensity x
  map_add' p q := by
    simp only [eval_add, add_mul]
    exact integral_add (integrable_gauss p) (integrable_gauss q)
  map_smul' a p := by
    simp only [eval_smul, smul_eq_mul, mul_assoc, RingHom.id_apply]
    exact integral_const_mul a _

/-- The Wick power of order `n`: the probabilists' Hermite polynomial with real coefficients. -/
def He (n : ℕ) : ℝ[X] := (hermite n).map (Int.castRingHom ℝ)

lemma gaussMean_one : gaussMean 1 = 1 := by
  change ∫ x : ℝ, (1 : ℝ[X]).eval x * gaussDensity x = 1
  simp only [eval_one, one_mul, gaussDensity]
  rw [integral_div, integral_gaussian]
  have h : Real.pi / (1 / 2) = 2 * Real.pi := by ring
  rw [h]
  exact div_self (by positivity)

lemma gaussMean_C (c : ℝ) : gaussMean (C c) = c := by
  have h : (C c : ℝ[X]) = c • (1 : ℝ[X]) := by rw [smul_eq_C_mul, mul_one]
  rw [h, _root_.map_smul, gaussMean_one, smul_eq_mul, mul_one]

/-- Gaussian integration by parts: the mean of `x p(x)` is the mean of `p'(x)`. -/
theorem gaussMean_X_mul (p : ℝ[X]) : gaussMean (X * p) = gaussMean (derivative p) := by
  have hg (x : ℝ) : HasDerivAt gaussDensity (-x * gaussDensity x) x := by
    have h2 : HasDerivAt (fun y : ℝ => -(1 / 2) * y ^ 2) (-x) x := by
      refine ((hasDerivAt_pow 2 x).const_mul (-(1 / 2) : ℝ)).congr_deriv ?_
      change -(1 / 2) * (((2 : ℕ) : ℝ) * x ^ 1) = -x
      push_cast
      ring
    exact (h2.exp.div_const (√(2 * Real.pi))).congr_deriv (by simp only [gaussDensity]; ring)
  have hd (x : ℝ) : HasDerivAt (fun y : ℝ => p.eval y * gaussDensity y)
      ((derivative p - X * p).eval x * gaussDensity x) x :=
    ((p.hasDerivAt x).fun_mul (hg x)).congr_deriv
      (by simp only [eval_sub, eval_mul, eval_X]; ring)
  -- the derivative of `p` times the density integrates to zero, as both are integrable
  have h0 : gaussMean (derivative p - X * p) = 0 :=
    integral_eq_zero_of_hasDerivAt_of_integrable hd (integrable_gauss _) (integrable_gauss p)
  rw [_root_.map_sub] at h0
  linarith

lemma He_zero : He 0 = 1 := by simp [He]

lemma He_succ (n : ℕ) : He (n + 1) = X * He n - derivative (He n) := by
  simp only [He, hermite_succ, Polynomial.map_sub, Polynomial.map_mul, Polynomial.map_X,
    derivative_map]

/-- Differentiation lowers a Wick power by one order, with the order as prefactor. -/
theorem derivative_He_succ (n : ℕ) : derivative (He (n + 1)) = ((n : ℝ) + 1) • He n := by
  induction n with
  | zero => simp [He_succ, He_zero]
  | succ n ih =>
    have hd : derivative (He n) = X * He n - He (n + 1) := by
      rw [He_succ n]
      ring
    rw [He_succ (n + 1), ih, derivative_sub, derivative_mul, ih, derivative_X,
      derivative_smul, hd, one_mul, mul_smul_comm]
    push_cast
    module

/-- The overlap of `p` with the `k`-th Wick power is the mean of the `k`-th derivative of `p`. -/
theorem gaussMean_mul_He (p : ℝ[X]) (k : ℕ) :
    gaussMean (p * He k) = gaussMean (derivative^[k] p) := by
  induction k generalizing p with
  | zero => simp [He_zero]
  | succ k ih =>
    have e : p * He (k + 1) = X * (p * He k) - p * derivative (He k) := by
      rw [He_succ]
      ring
    rw [e, _root_.map_sub, gaussMean_X_mul, derivative_mul, _root_.map_add,
      Function.iterate_succ_apply, ← ih (derivative p)]
    ring

lemma gaussMean_He_succ (k : ℕ) : gaussMean (He (k + 1)) = 0 := by
  have h := gaussMean_mul_He 1 (k + 1)
  rwa [one_mul, Function.iterate_succ_apply, derivative_one, iterate_derivative_zero,
    _root_.map_zero] at h

/-- Wick powers of different order are orthogonal, and the `n`-th has squared norm `n!`. -/
theorem gaussMean_He_mul_He (m n : ℕ) :
    gaussMean (He m * He n) = if m = n then (n.factorial : ℝ) else 0 := by
  induction n generalizing m with
  | zero =>
    cases m with
    | zero => simp [He_zero, gaussMean_one]
    | succ m => simp [He_zero, gaussMean_He_succ]
  | succ n ih =>
    cases m with
    | zero => simp [He_zero, gaussMean_He_succ]
    | succ m =>
      rw [gaussMean_mul_He, Function.iterate_succ_apply, ← gaussMean_mul_He,
        derivative_He_succ, smul_mul_assoc, _root_.map_smul, ih, smul_eq_mul]
      by_cases h : m = n
      · subst h
        simp [Nat.factorial_succ]
      · simp [h]

lemma eq_of_derivative_of_mean {p q : ℝ[X]} (hd : derivative p = derivative q)
    (hm : gaussMean p = gaussMean q) : p = q := by
  have h : derivative (p - q) = 0 := by rw [derivative_sub, hd, sub_self]
  have hc := eq_C_of_natDegree_eq_zero (Polynomial.derivative_eq_zero.mp h)
  have h0 : gaussMean (p - q) = 0 := by rw [_root_.map_sub, hm, sub_self]
  rw [hc, gaussMean_C] at h0
  rw [h0, C_0] at hc
  exact sub_eq_zero.mp hc

lemma chaos_expansion_of_le (N : ℕ) (p : ℝ[X]) (hp : p.natDegree ≤ N) :
    p = ∑ k ∈ Finset.range (N + 1),
      (gaussMean (derivative^[k] p) / (k.factorial : ℝ)) • He k := by
  induction N generalizing p with
  | zero =>
    obtain ⟨c, rfl⟩ : ∃ c, p = C c := ⟨_, eq_C_of_natDegree_le_zero hp⟩
    simp [He_zero, gaussMean_C, smul_eq_C_mul]
  | succ N ih =>
    have hdeg : (derivative p).natDegree ≤ N := by
      have := natDegree_derivative_le p
      omega
    apply eq_of_derivative_of_mean
    · -- the derivative of the expansion of p is the expansion of p'
      rw [Finset.sum_range_succ', derivative_add, derivative_sum, derivative_smul, He_zero,
        derivative_one, smul_zero, add_zero]
      refine (ih (derivative p) hdeg).trans (Finset.sum_congr rfl fun k _ => ?_)
      have hk : (k.factorial : ℝ) ≠ 0 := Nat.cast_ne_zero.mpr k.factorial_ne_zero
      rw [derivative_smul, derivative_He_succ, smul_smul, Function.iterate_succ_apply,
        Nat.factorial_succ]
      congr 1
      push_cast
      field_simp
    · -- only the constant term has a mean
      rw [Finset.sum_range_succ', _root_.map_add, _root_.map_sum]
      simp [He_zero, gaussMean_one, gaussMean_He_succ]

/-- Chaos expansion: a polynomial is the sum of Wick powers up to its degree, the `k`-th
weighted by the Gaussian mean of its `k`-th derivative over `k!`. -/
theorem chaos_expansion (p : ℝ[X]) :
    p = ∑ k ∈ Finset.range (p.natDegree + 1),
      (gaussMean (derivative^[k] p) / (k.factorial : ℝ)) • He k :=
  chaos_expansion_of_le _ p le_rfl

/-- In any finite expansion of `p` in Wick powers, the coefficient of order `j` is the
Gaussian mean of the `j`-th derivative over `j!`. -/
theorem chaos_coefficient_unique (p : ℝ[X]) (n : ℕ) (c : ℕ → ℝ)
    (hp : p = ∑ k ∈ Finset.range n, c k • He k) (j : ℕ) (hj : j < n) :
    c j = gaussMean (derivative^[j] p) / (j.factorial : ℝ) := by
  have h : gaussMean (derivative^[j] p) = c j * (j.factorial : ℝ) := by
    rw [← gaussMean_mul_He, hp, Finset.sum_mul, _root_.map_sum, Finset.sum_eq_single j]
    · rw [smul_mul_assoc, _root_.map_smul, gaussMean_He_mul_He, if_pos rfl, smul_eq_mul]
    · intro k _ hk
      rw [smul_mul_assoc, _root_.map_smul, gaussMean_He_mul_He, if_neg hk, smul_zero]
    · intro h
      exact absurd (Finset.mem_range.mpr hj) h
  exact (eq_div_iff (Nat.cast_ne_zero.mpr j.factorial_ne_zero)).mpr h.symm

/-- The Gaussian correlation of two polynomials is the sum over orders `k` of the product of
their mean `k`-th derivatives over `k!`. -/
theorem gaussMean_mul (p q : ℝ[X]) :
    gaussMean (p * q) = ∑ k ∈ Finset.range (p.natDegree + 1),
      gaussMean (derivative^[k] p) * gaussMean (derivative^[k] q) / (k.factorial : ℝ) := by
  conv_lhs => rw [chaos_expansion p]
  rw [Finset.sum_mul, _root_.map_sum]
  refine Finset.sum_congr rfl fun k _ => ?_
  rw [smul_mul_assoc, _root_.map_smul, mul_comm (He k) q, gaussMean_mul_He, smul_eq_mul]
  ring

/-- The quartic interaction in Wick powers: the fourth, six times the second, and three. -/
theorem quartic_interaction : (X : ℝ[X]) ^ 4 = He 4 + 6 * He 2 + 3 := by
  have h1 : He 1 = X := (He_succ 0).trans (by simp [He_zero])
  have h2 : He 2 = X * X - 1 := (He_succ 1).trans (by rw [h1, derivative_X])
  have d2 : derivative (He 2) = 2 * X := by
    rw [h2, derivative_sub, derivative_mul, derivative_X, derivative_one]
    ring
  have h3 : He 3 = X * X * X - (X + X + X) := (He_succ 2).trans (by rw [d2, h2]; ring)
  have d3 : derivative (He 3) = 3 * X ^ 2 - 3 := by
    rw [h3]
    simp only [derivative_sub, derivative_add, derivative_mul, derivative_X]
    ring
  have h4 : He 4 = X * He 3 - derivative (He 3) := He_succ 3
  rw [h4, d3, h3, h2]
  ring

end

end GaussianChaos
```

```lean
#print axioms GaussianChaos.chaos_coefficient_unique
-- 'GaussianChaos.chaos_coefficient_unique' depends on axioms: [propext, Classical.choice, Quot.sound]
#print axioms GaussianChaos.gaussMean_mul
-- 'GaussianChaos.gaussMean_mul' depends on axioms: [propext, Classical.choice, Quot.sound]
#print axioms GaussianChaos.quartic_interaction
-- 'GaussianChaos.quartic_interaction' depends on axioms: [propext, Classical.choice, Quot.sound]
```

## What is checked, and for which potentials

**The statements.** The type `ℝ[X]` holds real polynomials in one variable, and `derivative^[k] p` is the formal derivative taken k times. `gaussMean` is the actual integral against `gaussDensity`, packaged as a linear map; this fixes mean zero and unit variance. `He` is Mathlib's integer Hermite polynomial with its coefficients read as real numbers, in the convention with leading coefficient 1.

`chaos_expansion` is the expansion for every p; its `Finset.range (p.natDegree + 1)` runs over k = 0, …, deg p. `chaos_coefficient_unique` assumes some expansion of p with n terms and determines each coefficient with j < n. `gaussMean_mul` is the correlation formula, and `quartic_interaction` is the identity for x⁴.

**The proof.** `integrable_gauss` reduces integrability to monomials. `gaussMean_X_mul` computes the derivative of p w and uses the theorem that the derivative of a function on the real line integrates to zero when the function and its derivative are both integrable. `derivative_He_succ` and `gaussMean_mul_He` are proved by induction on the order; the second is `generalizing p`, because its step passes from p to p′.

`eq_of_derivative_of_mean` says that derivative and mean together fix a polynomial. `chaos_expansion_of_le` applies it in the induction on N, where `Finset.sum_range_succ'` splits off the k = 0 term. `gaussMean_He_mul_He` supplies the orthogonality that isolates a single coefficient in the uniqueness proof. The quartic identity is verified by building He_1 to He_4 from the recursion and comparing polynomials with `ring`.

**The limits.** The theorems concern exact real arithmetic. They give no error bound for quadrature or sampling. The mean-square error of a truncated expansion is not stated as a separate theorem, but it follows from the correlation formula applied to the remainder: it is the sum of E(p^(k))²/k! over the dropped orders k. Non-polynomial potentials, such as a Morse potential, would need an infinite series and a convergence argument. Several coupled coordinates and quantum fields are not treated either.

**An algebraic mean.** E could also have been defined without an integral, as the linear functional with E(1) = 1 and E(x p) = E(p′). The Hermite algebra would go through unchanged and the analysis would disappear, but the link to the Gaussian average that a simulation samples would then need its own proof.
